# At golden-rule level, short-range scalar disorder gives massless two-dimensional Dirac carriers a transport lifetime twice the quantum lifetime

A massless carrier moving in direction \(t\) has the spinor \(u(t)=(1,e^{it})/\sqrt2\). Compare forward motion with exact reversal:

\[
u(0)=\tfrac{1}{\sqrt2}(1,1),\qquad u(\pi)=\tfrac{1}{\sqrt2}(1,-1),\qquad \langle u(0),u(\pi)\rangle=\tfrac12(1-1)=0 .
\]

A scalar impurity does not act on the spinor, so at golden-rule level it cannot reverse the carrier. Between these extremes the squared overlap falls steadily from 1 for forward motion to 0 for reversal, so short-range disorder favours the smaller angles, which cost less forward momentum. Scattering is therefore less effective at degrading a current than at ending the life of a momentum state, and the integrals below give a factor of exactly two.

## The lifetime ratio at any mass

Take a Dirac Hamiltonian with mass \(m\) and momentum of size \(k\) in direction \(t\), both in energy units:

\[
H=\begin{pmatrix} m & k e^{-it}\\ k e^{it} & -m\end{pmatrix},\qquad m=E\cos\alpha,\quad k=E\sin\alpha .
\]

Write \(c=\cos(\alpha/2)\) and \(r=\sin(\alpha/2)\). The spinor \(u_\alpha(t)=(c,\;r e^{it})\) is normalised and has energy \(E\), because the components of \(Hu_\alpha\) are

\[
E\,[(2c^2-1)c+2r^2c]=Ec,\qquad E\,[2rc^2-(2c^2-1)r]\,e^{it}=Er\,e^{it}.
\]

At \(\alpha=\pi/2\) it is the massless spinor above.

For directions \(s\) and \(t\), with \(x=t-s\), the overlap is \(c^2+r^2e^{ix}\). Its squared modulus is

\[
c^4+r^4+2c^2r^2\cos x=(c^2+r^2)^2-4c^2r^2\sin^2\tfrac x2=1-\sin^2\alpha\,\sin^2\tfrac x2 .
\]

This is \(\cos^2(x/2)\) in the massless case, and \(\cos^2\alpha\) at \(x=\pi\) for any mass.

Let \(w\) be the angle-independent strength of the disorder. The quantum rate counts every scattering event out of direction \(0\); the transport rate weights each by the fraction \(1-\cos t\) of forward momentum lost. Since \(\sin^2(t/2)=(1-\cos t)/2\), and since \(1-\cos t\) and \((1-\cos t)^2\) integrate to \(2\pi\) and \(3\pi\) over a full turn,

\[
\Gamma_q=w\left(2\pi-\pi\sin^2\alpha\right)=\pi w(1+\cos^2\alpha),
\]
\[
\Gamma_{tr}=w\left(2\pi-\tfrac{3\pi}{2}\sin^2\alpha\right)=\tfrac{\pi w}{2}(1+3\cos^2\alpha).
\]

Lifetimes are inverse rates, so

\[
\frac{\tau_{tr}}{\tau_q}=\frac{\Gamma_q}{\Gamma_{tr}}=\frac{2(1+\cos^2\alpha)}{1+3\cos^2\alpha}.
\]

Setting this equal to 2 gives \(1+\cos^2\alpha=1+3\cos^2\alpha\), hence \(\cos\alpha=0\). The massless rates are \(\pi w\) and \(\pi w/2\). In the opposite limit \(\alpha\to0\), where the mass dominates, the overlap tends to 1 at every angle and the ratio tends to 1, as for spinless carriers with isotropic scattering.

In this non-interacting, single-valley model, the ratio relates the lifetime that sets the mobility to the one that broadens momentum states.

## Hamiltonian, spinors and rates in Lean

```lean
import Mathlib

open Matrix
open scoped Real

namespace DiracDisorderLifetimes

noncomputable section
```

The Hamiltonian is a \(2\times2\) complex matrix with real parameters.

```lean
/-- The two-dimensional Dirac Hamiltonian with mass `m` and momentum of size `k` in direction `t`. -/
def diracHamiltonian (m k t : ℝ) : Matrix (Fin 2) (Fin 2) ℂ :=
  !![(m : ℂ), (k : ℂ) * Complex.exp (-((t : ℂ) * Complex.I));
     (k : ℂ) * Complex.exp ((t : ℂ) * Complex.I), -(m : ℂ)]

/-- The Dirac spinor with mixing angle `α` and momentum direction `t`. -/
def spinor (α t : ℝ) : Fin 2 → ℂ :=
  ![((Real.cos (α / 2) : ℝ) : ℂ),
    ((Real.sin (α / 2) : ℝ) : ℂ) * Complex.exp ((t : ℂ) * Complex.I)]
```

The overlap conjugates its first spinor, through `star`, and `⬝ᵥ` sums over the two components.

```lean
/-- The overlap amplitude of the spinors with momentum directions `s` and `t`. -/
def overlap (α s t : ℝ) : ℂ := star (spinor α s) ⬝ᵥ spinor α t
```

`Complex.normSq` is the squared modulus, so the two integrands are those of \(\Gamma_q\) and \(\Gamma_{tr}\).

```lean
/-- The total scattering rate out of direction `0` for disorder of angle-independent strength `w`. -/
def quantumRate (w α : ℝ) : ℝ :=
  ∫ t in (0 : ℝ)..(2 * π), w * Complex.normSq (overlap α 0 t)

/-- The scattering rate with each angle `t` weighted by the momentum loss `1 - cos t`. -/
def transportRate (w α : ℝ) : ℝ :=
  ∫ t in (0 : ℝ)..(2 * π), w * Complex.normSq (overlap α 0 t) * (1 - Real.cos t)
```

The constant `w` stands for the golden-rule prefactor: impurity density, squared potential strength and density of final states. Its independence of angle represents a scalar potential of range short compared with the carrier wavelength. Both this form of the rates and the weight \(1-\cos t\) are put in by definition, not derived from a disordered Hamiltonian or a Boltzmann equation. Screening, intervalley scattering and multiple scattering are absent.

```lean
/-- The quantum lifetime is the inverse of the total scattering rate. -/
def quantumLifetime (w α : ℝ) : ℝ := (quantumRate w α)⁻¹

/-- The transport lifetime is the inverse of the momentum-loss rate. -/
def transportLifetime (w α : ℝ) : ℝ := (transportRate w α)⁻¹
```

## The spinor as an energy eigenvector

Two half-angle identities express \(\cos\alpha\) and \(\sin\alpha\) through \(c\) and \(r\).

```lean
lemma sin_half_angle (α : ℝ) :
    Real.sin α = 2 * Real.sin (α / 2) * Real.cos (α / 2) := by
  have h := Real.sin_two_mul (α / 2)
  rwa [show 2 * (α / 2) = α by ring] at h

lemma cos_half_angle (α : ℝ) : Real.cos α = 2 * Real.cos (α / 2) ^ 2 - 1 := by
  have h := Real.cos_two_mul (α / 2)
  rwa [show 2 * (α / 2) = α by ring] at h
```

The next theorem says \(Hu_\alpha=Eu_\alpha\) for all real \(E\), \(\alpha\) and \(t\). After the half-angle substitution, the proof replaces sines, cosines and phases by plain variables and keeps only two facts: the opposite phases multiply to 1, and \(r^2+c^2=1\). The upper component needs both; the lower is an algebraic identity.

```lean
/-- For mass `E cos α` and momentum `E sin α`, the spinor is an eigenvector of the Dirac
Hamiltonian with energy `E`. -/
theorem spinor_eigenvector (E α t : ℝ) :
    diracHamiltonian (E * Real.cos α) (E * Real.sin α) t *ᵥ spinor α t
      = (E : ℂ) • spinor α t := by
  have h3 := Real.sin_sq_add_cos_sq (α / 2)
  have he : Complex.exp (-((t : ℂ) * Complex.I)) * Complex.exp ((t : ℂ) * Complex.I) = 1 := by
    rw [← Complex.exp_add, neg_add_cancel, Complex.exp_zero]
  rw [cos_half_angle α, sin_half_angle α]
  unfold diracHamiltonian spinor
  -- from here on only the normalisation and the product of the two opposite phases matter
  revert h3
  generalize Real.cos (α / 2) = c
  generalize Real.sin (α / 2) = s
  revert he
  generalize Complex.exp (-((t : ℂ) * Complex.I)) = f
  generalize Complex.exp ((t : ℂ) * Complex.I) = e
  intro he h3
  have h3' : (s : ℂ) ^ 2 + (c : ℂ) ^ 2 = 1 := by exact_mod_cast h3
  ext i
  fin_cases i
  · simp [Matrix.mulVec, dotProduct, Fin.sum_univ_two]
    linear_combination 2 * (E : ℂ) * c * s ^ 2 * he + 2 * (E : ℂ) * c * h3'
  · simp [Matrix.mulVec, dotProduct, Fin.sum_univ_two]
    ring
```

The massless form follows from the values of sine and cosine at \(\pi/4\).

```lean
/-- At mixing angle `π/2` the spinor is `(1, exp(i t))/√2`. -/
theorem massless_spinor (t : ℝ) :
    spinor (π / 2) t = ![((1 / Real.sqrt 2 : ℝ) : ℂ),
      ((1 / Real.sqrt 2 : ℝ) : ℂ) * Complex.exp ((t : ℂ) * Complex.I)] := by
  have h : Real.sqrt 2 / 2 = 1 / Real.sqrt 2 := by
    rw [div_eq_div_iff (by norm_num) (by positivity), one_mul]
    exact Real.mul_self_sqrt (by norm_num)
  unfold spinor
  rw [show π / 2 / 2 = π / 4 by ring, Real.cos_pi_div_four, Real.sin_pi_div_four, h]
```

## The squared overlap and the missing backscattering

`overlap_eq` combines the two phases into \(e^{i(t-s)}\). `normSq_two_paths` then splits the sum into real and imaginary parts and squares them.

```lean
lemma overlap_eq (α s t : ℝ) :
    overlap α s t = ((Real.cos (α / 2) : ℝ) : ℂ) ^ 2
      + ((Real.sin (α / 2) : ℝ) : ℂ) ^ 2 * Complex.exp (((t - s : ℝ) : ℂ) * Complex.I) := by
  have he : (starRingEnd ℂ) (Complex.exp ((s : ℂ) * Complex.I))
      * Complex.exp ((t : ℂ) * Complex.I) = Complex.exp (((t - s : ℝ) : ℂ) * Complex.I) := by
    rw [← Complex.exp_conj, ← Complex.exp_add]
    congr 1
    simp only [map_mul, Complex.conj_ofReal, Complex.conj_I]
    push_cast
    ring
  unfold overlap spinor
  revert he
  generalize Complex.exp (((t - s : ℝ) : ℂ) * Complex.I) = g
  generalize Complex.exp ((s : ℂ) * Complex.I) = a
  generalize Complex.exp ((t : ℂ) * Complex.I) = b
  generalize Real.cos (α / 2) = c
  generalize Real.sin (α / 2) = r
  intro he
  simp [dotProduct, Fin.sum_univ_two]
  linear_combination (r : ℂ) ^ 2 * he

lemma normSq_two_paths (c r x : ℝ) :
    Complex.normSq ((c : ℂ) ^ 2 + (r : ℂ) ^ 2 * Complex.exp ((x : ℂ) * Complex.I))
      = c ^ 4 + r ^ 4 + 2 * c ^ 2 * r ^ 2 * Real.cos x := by
  have h : (c : ℂ) ^ 2 + (r : ℂ) ^ 2 * Complex.exp ((x : ℂ) * Complex.I)
      = ((c ^ 2 + r ^ 2 * Real.cos x : ℝ) : ℂ) + ((r ^ 2 * Real.sin x : ℝ) : ℂ) * Complex.I := by
    rw [Complex.exp_mul_I]
    push_cast
    ring
  rw [h, Complex.normSq_add_mul_I]
  linear_combination r ^ 4 * Real.sin_sq_add_cos_sq x
```

`overlap_normSq` turns the result into \(1-\sin^2\alpha\sin^2((t-s)/2)\), using normalisation and the half-angle formula for \(\cos(t-s)\).

```lean
/-- The squared overlap of two Dirac spinors with the same mixing angle `α` and momentum directions
`s` and `t` is `1 - sin² α sin² ((t - s) / 2)`. -/
theorem overlap_normSq (α s t : ℝ) :
    Complex.normSq (overlap α s t) = 1 - Real.sin α ^ 2 * Real.sin ((t - s) / 2) ^ 2 := by
  have h3 := Real.sin_sq_add_cos_sq (α / 2)
  have h4 : Real.cos (t - s) = 1 - 2 * Real.sin ((t - s) / 2) ^ 2 := by
    linarith [cos_half_angle (t - s), Real.sin_sq_add_cos_sq ((t - s) / 2)]
  rw [overlap_eq, normSq_two_paths, sin_half_angle α]
  linear_combination (Real.sin (α / 2) ^ 2 + Real.cos (α / 2) ^ 2 + 1) * h3
    + 2 * Real.cos (α / 2) ^ 2 * Real.sin (α / 2) ^ 2 * h4
```

The massless formula is the case \(\sin\alpha=1\). Exact backscattering is the case of directions `t` and `t + π`; the second half of that theorem is the orthogonality seen at the start, now for any initial direction.

```lean
/-- For massless spinors the squared overlap is the squared cosine of half the scattering angle. -/
theorem massless_overlap (s t : ℝ) :
    Complex.normSq (overlap (π / 2) s t) = Real.cos ((t - s) / 2) ^ 2 := by
  rw [overlap_normSq, Real.sin_pi_div_two]
  linarith [Real.sin_sq_add_cos_sq ((t - s) / 2)]

/-- The squared overlap for exact backscattering is `cos² α`, and it is zero for massless
spinors. -/
theorem backscattering (α t : ℝ) :
    Complex.normSq (overlap α t (t + π)) = Real.cos α ^ 2 ∧
      Complex.normSq (overlap (π / 2) t (t + π)) = 0 := by
  have h : ∀ β : ℝ, Complex.normSq (overlap β t (t + π)) = Real.cos β ^ 2 := by
    intro β
    rw [overlap_normSq, show (t + π - t) / 2 = π / 2 by ring, Real.sin_pi_div_two]
    linarith [Real.sin_sq_add_cos_sq β]
  refine ⟨h α, ?_⟩
  rw [h, Real.cos_pi_div_two]
  norm_num
```

## Integrating over the scattering angle

Both integrands are polynomials in \(\cos t\) of degree at most two. `integral_trig` integrates the general one, \(A+B\cos t+C\cos^2t\), by checking the antiderivative

\[
At+B\sin t+\tfrac C2(t+\sin t\cos t)
\]

and evaluating it at the endpoints, which gives \(2\pi A+\pi C\).

```lean
lemma integral_trig (A B C : ℝ) :
    ∫ t in (0 : ℝ)..(2 * π), (A + B * Real.cos t + C * Real.cos t ^ 2) = 2 * π * A + π * C := by
  have hF : ∀ x ∈ Set.uIcc (0 : ℝ) (2 * π), HasDerivAt
      (fun t : ℝ => A * t + B * Real.sin t + C * ((t + Real.sin t * Real.cos t) / 2))
      (A + B * Real.cos x + C * Real.cos x ^ 2) x := by
    intro x _
    have h := (((hasDerivAt_id' x).const_mul A).fun_add
      ((Real.hasDerivAt_sin x).const_mul B)).fun_add
      ((((hasDerivAt_id' x).fun_add
        ((Real.hasDerivAt_sin x).fun_mul (Real.hasDerivAt_cos x))).div_const 2).const_mul C)
    refine h.congr_deriv ?_
    linear_combination (-(C / 2)) * Real.sin_sq_add_cos_sq x
  rw [intervalIntegral.integral_eq_sub_of_hasDerivAt hF
    (Continuous.intervalIntegrable (by fun_prop) _ _)]
  simp only [Real.sin_two_pi, Real.sin_zero]
  ring
```

`scattering_rates` rewrites each integrand in that form, reads off the coefficients, and trades \(\sin^2\alpha\) for \(1-\cos^2\alpha\).

```lean
/-- The quantum and transport scattering rates for short-range disorder, in closed form. -/
theorem scattering_rates (w α : ℝ) :
    quantumRate w α = π * w * (1 + Real.cos α ^ 2) ∧
      transportRate w α = π * w * (1 + 3 * Real.cos α ^ 2) / 2 := by
  have h : ∀ t, Complex.normSq (overlap α 0 t)
      = 1 - Real.sin α ^ 2 * ((1 - Real.cos t) / 2) := by
    intro t
    have h1 : Real.sin (t / 2) ^ 2 = (1 - Real.cos t) / 2 := by
      linarith [cos_half_angle t, Real.sin_sq_add_cos_sq (t / 2)]
    rw [overlap_normSq, sub_zero, h1]
  have hs := Real.sin_sq_add_cos_sq α
  constructor
  · have e : quantumRate w α = ∫ t in (0 : ℝ)..(2 * π), (w * (1 - Real.sin α ^ 2 / 2)
        + (w * Real.sin α ^ 2 / 2) * Real.cos t + 0 * Real.cos t ^ 2) := by
      unfold quantumRate
      refine intervalIntegral.integral_congr fun t _ => ?_
      simp only [h]
      ring
    rw [e, integral_trig]
    linear_combination (-(π * w)) * hs
  · have e : transportRate w α = ∫ t in (0 : ℝ)..(2 * π), (w * (1 - Real.sin α ^ 2 / 2)
        + (w * (Real.sin α ^ 2 - 1)) * Real.cos t
        + (-(w * Real.sin α ^ 2 / 2)) * Real.cos t ^ 2) := by
      unfold transportRate
      refine intervalIntegral.integral_congr fun t _ => ?_
      simp only [h]
      ring
    rw [e, integral_trig]
    linear_combination (-(3 * π * w / 2)) * hs
```

## Where the factor two occurs

The hypothesis `0 < w` says that there is disorder to scatter from; both rates are then positive, and `w` cancels in the ratio.

```lean
/-- The ratio of transport to quantum lifetime for Dirac carriers of any mixing angle `α`. -/
theorem lifetime_ratio (w α : ℝ) (hw : 0 < w) :
    transportLifetime w α / quantumLifetime w α
      = 2 * (1 + Real.cos α ^ 2) / (1 + 3 * Real.cos α ^ 2) := by
  have h1 : 1 + Real.cos α ^ 2 ≠ 0 := by positivity
  have h2 : 1 + 3 * Real.cos α ^ 2 ≠ 0 := by positivity
  have hw' : w ≠ 0 := hw.ne'
  have hp : π ≠ 0 := Real.pi_ne_zero
  unfold transportLifetime quantumLifetime
  rw [(scattering_rates w α).1, (scattering_rates w α).2]
  field_simp
```

The equivalence clears the positive denominator and solves for \(\cos^2\alpha\). For \(E\neq0\), the condition \(\cos\alpha=0\) means \(m=0\).

```lean
/-- The transport lifetime is twice the quantum lifetime exactly when `cos α` vanishes. -/
theorem lifetime_ratio_eq_two_iff (w α : ℝ) (hw : 0 < w) :
    transportLifetime w α / quantumLifetime w α = 2 ↔ Real.cos α = 0 := by
  have h2 : 1 + 3 * Real.cos α ^ 2 ≠ 0 := by positivity
  rw [lifetime_ratio w α hw, div_eq_iff h2]
  constructor
  · intro h
    have h0 : Real.cos α ^ 2 = 0 := by linarith
    exact (pow_eq_zero_iff two_ne_zero).1 h0
  · intro h
    rw [h]
    norm_num
```

Taking \(\alpha=\pi/2\) gives the massless result.

```lean
/-- For massless Dirac carriers with short-range disorder, the transport lifetime is twice the
quantum lifetime. -/
theorem massless_lifetime_ratio (w : ℝ) (hw : 0 < w) :
    transportLifetime w (π / 2) / quantumLifetime w (π / 2) = 2 :=
  (lifetime_ratio_eq_two_iff w (π / 2) hw).2 Real.cos_pi_div_two

end

end DiracDisorderLifetimes
```

```lean
#print axioms DiracDisorderLifetimes.massless_spinor
#print axioms DiracDisorderLifetimes.massless_overlap
#print axioms DiracDisorderLifetimes.backscattering
#print axioms DiracDisorderLifetimes.massless_lifetime_ratio
```

```
'DiracDisorderLifetimes.massless_spinor' depends on axioms: [propext, Classical.choice, Quot.sound]
'DiracDisorderLifetimes.massless_overlap' depends on axioms: [propext, Classical.choice, Quot.sound]
'DiracDisorderLifetimes.backscattering' depends on axioms: [propext, Classical.choice, Quot.sound]
'DiracDisorderLifetimes.massless_lifetime_ratio' depends on axioms: [propext, Classical.choice, Quot.sound]
```
